# A lower bound on a potential-energy drop from the force at the midpoint and its Lipschitz constant

On a line, let the force F be minus the derivative of a potential energy V at every point, and let F differ between any two points by at most K times their distance. The theorem `energy_drop_lower` says that for h ≥ 0 the drop V(x − h) − V(x + h) is at least 2hF(x) − Kh², which is the drop a constant force F(x) would give, less a correction for how fast the force can vary. The proof replaces h by a variable step t and takes the left side of the bound away from the right. This difference is zero at t = 0 and has a nonnegative derivative for t > 0, so it is still nonnegative at t = h.

The first attempt, which Lean rejects:

```lean
import Mathlib

open Set

namespace LandauForceBound

noncomputable section

/-- `F` is the force of the potential energy `V` on the line: `F = -V'` at every point. -/
def IsForceOf (V F : ℝ → ℝ) : Prop := ∀ x, HasDerivAt V (-F x) x

/-- If the force changes by at most `K` per unit length, the energy drop from `x - h` to `x + h`
is at least `2 h F(x) - K h ^ 2`. -/
theorem energy_drop_lower {V F : ℝ → ℝ} {K : ℝ} (hF : IsForceOf V F)
    (hK : ∀ x y, |F x - F y| ≤ K * |x - y|) (x : ℝ) {h : ℝ} (hh : 0 ≤ h) :
    2 * h * F x - K * h ^ 2 ≤ V (x - h) - V (x + h) := by
  -- the difference of the two sides, as a function of the step, has nonnegative slope
  have hd : ∀ t, HasDerivAt (fun t => V (x - t) - V (x + t) - 2 * t * F x + K * (t * t))
      (F (x - t) + F (x + t) - 2 * F x + 2 * K * t) t := by
    intro t
    have h1 : HasDerivAt (fun t => V (x + t)) (-F (x + t)) t :=
      HasDerivAt.comp_const_add x t (hF (x + t))
    have h2 : HasDerivAt (fun t => V (x - t)) (-(-F (x - t))) t :=
      HasDerivAt.comp_const_sub x t (hF (x - t))
    have h3 : HasDerivAt (fun t : ℝ => 2 * t * F x) (2 * F x) t :=
      (((hasDerivAt_id' t).const_mul (2 : ℝ)).mul_const (F x)).congr_deriv (by ring)
    have h4 : HasDerivAt (fun t : ℝ => K * (t * t)) (2 * K * t) t :=
      (((hasDerivAt_id' t).fun_mul (hasDerivAt_id' t)).const_mul K).congr_deriv (by ring)
    exact (((h2.fun_sub h1).fun_sub h3).fun_add h4).congr_deriv (by ring)
  have hm := monotoneOn_of_deriv_nonneg (convex_Ici (0 : ℝ))
    (fun t _ => (hd t).continuousAt.continuousWithinAt)
    (fun t _ => (hd t).differentiableAt.differentiableWithinAt)
    (fun t ht => by
      rw [interior_Ici] at ht
      have ht' : 0 < t := ht
      rw [(hd t).deriv]
      have a1 := hK (x + t) x
      have a2 := hK (x - t) x
      rw [show x + t - x = t by ring, abs_of_pos ht'] at a1
      rw [show x - t - x = -t by ring, abs_neg, abs_of_pos ht'] at a2
      linarith [(abs_le.mp a1).1, (abs_le.mp a2).1])
  have key := hm (show (0 : ℝ) ∈ Ici 0 from le_refl _) (show h ∈ Ici 0 from hh) hh
  simp only [add_zero, sub_zero, sub_self, mul_zero, zero_mul] at key
  nlinarith [key]

end

end LandauForceBound
```

The error:

```
Main.lean:42:44: error: Type mismatch
  le_refl ?m.587
has type
  ?m.587 ≤ ?m.587
but is expected to have type
  0 ∈ Ici 0
```

Diagnosis. The error is in the step that compares the values at 0 and h. There `hm`, the monotonicity on `Ici 0` (the numbers from 0 up), needs a proof that 0 lies in that set. By definition this membership means `0 ≤ 0`, but `le_refl _` was offered for it directly, with the number left for Lean to find. Lean had to match `?m.587 ≤ ?m.587`, whose two sides were still unknown, against `0 ∈ Ici 0`, and it did not unfold the membership into an inequality that would have fixed them.

The repair makes the conversion explicit. `mem_Ici.mpr` turns a proof of the inequality into a proof of membership, so what is left to prove is `0 ≤ 0`, and `le_refl (0 : ℝ)` states exactly that.

The membership of `h` is rewritten in the same way, though the compiler had not complained about it. That change, and giving the two facts the names `h0` and `h1`, is tidying.

After these edits no error is left:

```diff
@@ -40,5 +40,7 @@
       rw [show x - t - x = -t by ring, abs_neg, abs_of_pos ht'] at a2
       linarith [(abs_le.mp a1).1, (abs_le.mp a2).1])
-  have key := hm (show (0 : ℝ) ∈ Ici 0 from le_refl _) (show h ∈ Ici 0 from hh) hh
+  have h0 : (0 : ℝ) ∈ Ici (0 : ℝ) := mem_Ici.mpr (le_refl (0 : ℝ))
+  have h1 : h ∈ Ici (0 : ℝ) := mem_Ici.mpr hh
+  have key := hm h0 h1 hh
   simp only [add_zero, sub_zero, sub_self, mul_zero, zero_mul] at key
   nlinarith [key]
```
